# The Farhi–Gutmann bound on analog quantum search

A quantum system has $N$ basis states, and one of them, $w$, has had its energy raised by $E$. An experimenter who does not know $w$ may apply any further Hamiltonian $H(t)$, the driver, which must be the same whatever $w$ is. How long must the system evolve before a measurement in this basis reveals $w$?

## Separation from the unmarked evolution

Set $\hbar=1$ and let $P_w=|w\rangle\langle w|$. Compare the evolution without a marked state with the $N$ possible marked ones:

$$\psi'=-iH\psi,\qquad \varphi_w'=-i(H+EP_w)\varphi_w,\qquad \varphi_w(0)=\psi(0),\quad \|\psi(0)\|=1 .$$

For Hermitian $H(t)$ and $E\ge 0$ the claim is

$$\sum_w\|\varphi_w(t)-\psi(t)\|^2\le 2E\sqrt N\,t\qquad(t\ge0).$$

Since $\langle\psi,H\psi\rangle$ is real, $\frac{d}{dt}\|\psi\|^2=2\,\mathrm{Re}(-i\langle\psi,H\psi\rangle)=0$. The same holds for $\varphi_w$, so all these vectors keep norm 1.

The difference $\delta_w=\varphi_w-\psi$ obeys $\delta_w'=-iH\delta_w-iEP_w\varphi_w$. The driver term again leaves the norm alone. With the amplitudes $a_w=\langle w,\psi\rangle$ and $b_w=\langle w,\varphi_w\rangle$,

$$\frac{d}{dt}\|\delta_w\|^2=2E\,\mathrm{Im}\big[(\bar b_w-\bar a_w)b_w\big]=-2E\,\mathrm{Im}(\bar a_w b_w)\le 2E|a_w|,$$

because $|b_w|^2$ is real and $|b_w|\le1$. By Cauchy–Schwarz, $\sum_w|a_w|\le\sqrt N\,\|\psi\|=\sqrt N$. The summed deviation therefore grows at a rate of at most $2E\sqrt N$. It starts at zero, and integration gives the claim.

## From separation to search time

Now let $E>0$, and suppose that at time $T\ge0$ each $w$ would be found with probability $|b_w|^2\ge p$. One component of a vector is no longer than the vector, so

$$\|\delta_w\|^2\ge(|b_w|-|a_w|)^2\ge|b_w|^2-2|a_w||b_w|\ge p-2|a_w| .$$

Summing over $w$ and using the first bound gives $Np-2\sqrt N\le 2E\sqrt N\,T$. Division by $2\sqrt N\,E$ yields

$$T\ge\frac{p\sqrt N/2-1}{E}.$$

This is informative once $p\sqrt N>2$. For a closed, finite-dimensional system with fixed $E>0$ and $p>0$, analog quantum search thus needs a time that grows at least as $\sqrt N$, however the driver is chosen.

## The rate for a uniform driver

Take $N\ge2$, the uniform superposition $s$ as initial state, and $H=E|s\rangle\langle s|$. Then $\psi=e^{-iEt}s$ and $a_w=e^{-iEt}/\sqrt N$. Solving the two-level problem spanned by $s$ and $w$ gives

$$b_w=e^{-iEt}\Big(\tfrac{1}{\sqrt N}\cos\tfrac{Et}{\sqrt N}-i\sin\tfrac{Et}{\sqrt N}\Big).$$

The rate $-2E\,\mathrm{Im}(\bar a_wb_w)$ equals $\frac{2E}{\sqrt N}\sin\frac{Et}{\sqrt N}$, and its integral, summed over $w$, is $2N\big(1-\cos\frac{Et}{\sqrt N}\big)$. The marked state is reached with certainty at $T=\pi\sqrt N/(2E)$. For $N=10^4$ this is about $157/E$, while the lower bound with $p=1$ is $49/E$.

## States, Hamiltonians and the Schrödinger equation in Lean

The finite type `ι` labels the basis states, and $N$ is `Fintype.card ι`.

```lean
import Mathlib

open scoped ComplexConjugate

namespace AnalogSearchBound

noncomputable section

variable {ι : Type*} [Fintype ι]
```

States carry the usual Hermitian inner product, linear in its second argument.

```lean
/-- State vectors of a system whose basis states are labelled by `ι`. -/
abbrev State (ι : Type*) [Fintype ι] := EuclideanSpace ℂ ι

/-- Linear operators on the state space. -/
abbrev Op (ι : Type*) [Fintype ι] := State ι →L[ℂ] State ι
```

A Hamiltonian is a function from time to operators. `IsEvolution` requires the Schrödinger equation at every real time, including negative ones, so a driver that is switched abruptly is in general excluded.

```lean
/-- The Schrödinger equation `ψ' = -i H(t) ψ`, with `ħ = 1`. -/
def IsEvolution (H : ℝ → Op ι) (ψ : ℝ → State ι) : Prop :=
  ∀ t, HasDerivAt ψ ((-Complex.I) • H t (ψ t)) t
```

The bounds take the solutions as given. For a constant Hamiltonian the next theorem supplies one from any initial state by differentiating the exponential; for a time-dependent driver, existence remains an assumption.

```lean
/-- For every constant Hamiltonian `A` and initial state `ψ₀`, the vector `exp(-itA) ψ₀`
solves the Schrödinger equation and starts at `ψ₀`. -/
theorem isEvolution_witness (A : Op ι) (ψ₀ : State ι) :
    IsEvolution (fun _ => A)
      (fun t => NormedSpace.exp ((t : ℂ) • ((-Complex.I) • A)) ψ₀) ∧
    NormedSpace.exp (((0 : ℝ) : ℂ) • ((-Complex.I) • A)) ψ₀ = ψ₀ := by
  constructor
  · intro t
    have h := (hasDerivAt_exp_smul_const' (𝕂 := ℂ) ((-Complex.I) • A) (t : ℂ)).clm_apply
      (hasDerivAt_const (t : ℂ) ψ₀)
    refine (HasDerivAt.scomp t h (Complex.ofRealCLM.hasDerivAt (x := t))).congr_deriv ?_
    simp only [Complex.ofRealCLM_apply, Complex.ofReal_one, one_smul, map_zero, add_zero]
    rfl
  · have hz : (((0 : ℝ) : ℂ) • ((-Complex.I) • A) : Op ι) = 0 := by
      rw [Complex.ofReal_zero]
      exact zero_smul ℂ ((-Complex.I) • A : Op ι)
    have he : NormedSpace.exp (0 : Op ι) = 1 := by rw [NormedSpace.exp_zero]
    exact (congrArg (fun B : Op ι => NormedSpace.exp B ψ₀) hz).trans
      (congrArg (fun B : Op ι => B ψ₀) he)
```

## Norms and amplitudes

The next lemma treats an equation with a source $g$, $f'=-iAf+g$. Its step `him` shows that $\langle f,Af\rangle$ is real, which removes $A$ from the derivative of $\|f\|^2$.

```lean
/-- If `f' = -i A f + g` with `A` Hermitian, only the source `g` changes the norm:
`‖f‖²` has the derivative `2 Re <f, g>`. -/
theorem hasDerivAt_normSq {A : Op ι} (hA : IsSelfAdjoint A) {f : ℝ → State ι} {g : State ι}
    {t : ℝ} (h : HasDerivAt f ((-Complex.I) • A (f t) + g) t) :
    HasDerivAt (fun s => ‖f s‖ ^ 2) (2 * (inner ℂ (f t) g).re) t := by
  -- the expectation value of `A` is real
  have him : (inner ℂ (f t) (A (f t))).im = 0 := Complex.conj_eq_iff_im.mp
    ((inner_conj_symm (A (f t)) (f t)).trans (hA.isSymmetric (f t) (f t)))
  have h1 := Complex.reCLM.hasFDerivAt.comp_hasDerivAt t (h.inner ℂ h)
  have e : (fun s => ‖f s‖ ^ 2) = Complex.reCLM ∘ (fun s => inner ℂ (f s) (f s)) := by
    funext s
    exact (inner_self_eq_norm_sq (𝕜 := ℂ) (f s)).symm
  have h2 (v : State ι) : (inner ℂ v (f t)).re = (inner ℂ (f t) v).re :=
    inner_re_symm (𝕜 := ℂ) _ _
  rw [e]
  refine h1.congr_deriv ?_
  change (inner ℂ (f t) ((-Complex.I) • A (f t) + g)
    + inner ℂ ((-Complex.I) • A (f t) + g) (f t)).re = _
  rw [Complex.add_re, h2, inner_add_right, inner_smul_right, Complex.add_re, Complex.mul_re,
    him, Complex.neg_re, Complex.I_re]
  ring
```

With $g=0$ the derivative vanishes at all times, so the norm is constant.

```lean
/-- Evolution under a Hermitian, possibly time-dependent, Hamiltonian preserves the norm. -/
theorem norm_evolution {H : ℝ → Op ι} (hH : ∀ t, IsSelfAdjoint (H t)) {ψ : ℝ → State ι}
    (hψ : IsEvolution H ψ) (t : ℝ) : ‖ψ t‖ = ‖ψ 0‖ := by
  have hd : ∀ s, HasDerivAt (fun s => ‖ψ s‖ ^ 2) 0 s := fun s =>
    (hasDerivAt_normSq (f := ψ) (g := 0) (t := s) (hH s)
      (by rw [add_zero]; exact hψ s)).congr_deriv (by simp)
  have h := is_const_of_deriv_eq_zero (fun s => (hd s).differentiableAt)
    (fun s => (hd s).deriv) t 0
  exact (sq_eq_sq₀ (norm_nonneg _) (norm_nonneg _)).1 h
```

The Cauchy–Schwarz step is proved for the squares of both sides, and the square is then removed.

```lean
/-- The moduli of the `N` amplitudes of a state sum to at most `√N` times its norm. -/
theorem sum_amplitudes_le (x : State ι) : ∑ w, ‖x w‖ ≤ √(Fintype.card ι) * ‖x‖ := by
  have h : (∑ w, ‖x w‖) ^ 2 ≤ (√(Fintype.card ι) * ‖x‖) ^ 2 := by
    rw [mul_pow, Real.sq_sqrt (Nat.cast_nonneg _), EuclideanSpace.norm_sq_eq]
    exact sq_sum_le_card_mul_sum_sq
  exact le_of_abs_le (abs_le_of_sq_le_sq h (by positivity))
```

## The marked state and the cancelling driver

The projector $P_w$ is called `mark w`.

```lean
variable [DecidableEq ι]

/-- The projector `|w><w|` onto the basis state `w`. -/
def mark (w : ι) : Op ι :=
  (innerSL ℂ (EuclideanSpace.single w (1 : ℂ))).smulRight (EuclideanSpace.single w (1 : ℂ))
```

The constant `E` is the energy shift that distinguishes the marked state. The same `H` appears for every `w`, which expresses the experimenter's ignorance.

```lean
/-- The driver `H(t)` with the energy `E` added on the marked state `w`. -/
def searchHamiltonian (H : ℝ → Op ι) (E : ℝ) (w : ι) : ℝ → Op ι :=
  fun t => H t + (E : ℂ) • mark w
```

The matrix elements of $P_w$ turn inner products into amplitudes. They also show that $P_w$ is Hermitian, and hence that the full Hamiltonian is.

```lean
/-- Matrix elements of the projector: `<x, P_w y> = conj x(w) y(w)`. -/
theorem inner_mark (w : ι) (x y : State ι) : inner ℂ x (mark w y) = conj (x w) * y w := by
  change inner ℂ x (inner ℂ (EuclideanSpace.single w (1 : ℂ)) y •
    EuclideanSpace.single w (1 : ℂ)) = _
  rw [inner_smul_right, EuclideanSpace.inner_single_left, EuclideanSpace.inner_single_right,
    map_one, one_mul, one_mul, mul_comm]

/-- For a Hermitian driver and real `E`, the search Hamiltonian is Hermitian. -/
theorem searchHamiltonian_selfAdjoint {H : ℝ → Op ι} (hH : ∀ t, IsSelfAdjoint (H t))
    (E : ℝ) (w : ι) (t : ℝ) : IsSelfAdjoint (searchHamiltonian H E w t) := by
  refine ContinuousLinearMap.isSelfAdjoint_iff_isSymmetric.2 fun x y => ?_
  have hs : inner ℂ (H t x) y = inner ℂ x (H t y) := (hH t).isSymmetric x y
  have hm : inner ℂ (mark w x) y = inner ℂ x (mark w y) := by
    rw [← inner_conj_symm, inner_mark, inner_mark, map_mul, Complex.conj_conj, mul_comm]
  change inner ℂ (H t x + (E : ℂ) • mark w x) y = inner ℂ x (H t y + (E : ℂ) • mark w y)
  rw [inner_add_left, inner_add_right, inner_smul_left, inner_smul_right,
    Complex.conj_ofReal, hs, hm]
```

In the following theorem, `e` is the equation for $\delta_w$, with $-iEP_w\varphi_w$ as the source. Applying `hasDerivAt_normSq` to it gives the rate found above.

```lean
/-- The Hermitian driver drops out of the rate at which the marked and unmarked evolutions separate:
`‖φ - ψ‖²` has the derivative `-2 E Im(conj ψ(w) φ(w))`. -/
theorem hasDerivAt_deviation {H : ℝ → Op ι} (hH : ∀ t, IsSelfAdjoint (H t)) {E : ℝ} {w : ι}
    {ψ φ : ℝ → State ι} (hψ : IsEvolution H ψ)
    (hφ : IsEvolution (searchHamiltonian H E w) φ) (t : ℝ) :
    HasDerivAt (fun s => ‖φ s - ψ s‖ ^ 2) (-2 * E * (conj (ψ t w) * φ t w).im) t := by
  have e : (-Complex.I) • searchHamiltonian H E w t (φ t) - (-Complex.I) • H t (ψ t)
      = (-Complex.I) • H t (φ t - ψ t) + (-Complex.I * E) • mark w (φ t) := by
    change (-Complex.I) • (H t (φ t) + (E : ℂ) • mark w (φ t)) - _ = _
    rw [map_sub]
    module
  have h := ((hφ t).fun_sub (hψ t)).congr_deriv e
  refine (hasDerivAt_normSq (f := fun s => φ s - ψ s) (hH t) h).congr_deriv ?_

  rw [inner_smul_right, inner_mark, PiLp.sub_apply]
  simp
  ring
```

## The two bounds

In `farhi_gutmann`, `φ w t` is $\varphi_w(t)$, and the amplitudes $a_w$ and $b_w$ are `ψ t w` and `φ w t w`. The hypotheses are a Hermitian driver, $E\ge0$, and a common unit initial state.

Integration is replaced by monotonicity: $2E\sqrt N\,s-\sum_w\|\varphi_w(s)-\psi(s)\|^2$ has a nonnegative derivative and vanishes at $s=0$. Inside the proof, `hw` bounds each rate by $2E|a_w|$, and `sum_amplitudes_le` bounds their sum.

```lean
/-- **Farhi-Gutmann bound.** For a Hermitian driver, `E ≥ 0` and a common unit initial state,
the squared deviations caused by the `N` possible marked states sum to at most `2 E √N t`
at every time `t ≥ 0`. -/
theorem farhi_gutmann {H : ℝ → Op ι} (hH : ∀ t, IsSelfAdjoint (H t)) {E : ℝ} (hE : 0 ≤ E)
    {ψ : ℝ → State ι} {φ : ι → ℝ → State ι} (hψ : IsEvolution H ψ)
    (hφ : ∀ w, IsEvolution (searchHamiltonian H E w) (φ w))
    (h0 : ∀ w, φ w 0 = ψ 0) (h1 : ‖ψ 0‖ = 1) {t : ℝ} (ht : 0 ≤ t) :
    ∑ w, ‖φ w t - ψ t‖ ^ 2 ≤ 2 * E * √(Fintype.card ι) * t := by
  have hd : ∀ s, HasDerivAt
      (fun s => 2 * E * √(Fintype.card ι) * s - ∑ w, ‖φ w s - ψ s‖ ^ 2)
      (2 * E * √(Fintype.card ι) * 1 - ∑ w, -2 * E * (conj (ψ s w) * φ w s w).im) s :=
    fun s => ((hasDerivAt_id' s).const_mul _).fun_sub
      (HasDerivAt.fun_sum fun w _ => hasDerivAt_deviation hH hψ (hφ w) s)
  have hmono := monotone_of_deriv_nonneg (fun s => (hd s).differentiableAt) (fun s => by
    rw [(hd s).deriv]
    -- each marked state contributes at most `2 E |ψ(w)|` to the rate
    have hw : ∀ w, -2 * E * (conj (ψ s w) * φ w s w).im ≤ 2 * E * ‖ψ s w‖ := fun w => by
      have hn : ‖φ w s w‖ ≤ 1 := by
        refine (PiLp.norm_apply_le (φ w s) w).trans (le_of_eq ?_)
        rw [norm_evolution (searchHamiltonian_selfAdjoint hH E w) (hφ w), h0, h1]
      have hi := (abs_le.1 (Complex.abs_im_le_norm (conj (ψ s w) * φ w s w))).1
      rw [norm_mul, RCLike.norm_conj] at hi
      have hb := mul_le_mul_of_nonneg_left hn (norm_nonneg (ψ s w))
      have hc : -(conj (ψ s w) * φ w s w).im ≤ ‖ψ s w‖ := by linarith
      have := mul_le_mul_of_nonneg_left hc hE
      linarith
    have hs := Finset.sum_le_sum fun w (_ : w ∈ Finset.univ) => hw w
    rw [← Finset.mul_sum (f := fun w => ‖ψ s w‖)] at hs
    have ha := sum_amplitudes_le (ψ s)
    rw [norm_evolution hH hψ, h1] at ha
    have := mul_le_mul_of_nonneg_left ha hE
    linarith)
  have h := hmono ht
  simp only [h0, sub_self, norm_zero, mul_zero] at h
  norm_num at h
  linarith
```

In `search_time`, the hypothesis `hp` states the success condition for every `w`. Reading it as a statement about an experiment requires that the apparatus really evolves as a closed system under $H(t)+EP_w$.

The proof first notes that a unit vector needs at least one basis state, so $\sqrt N>0$. Its `hw` is the inequality $p-2|a_w|\le\|\delta_w\|^2$. Summation, the previous theorem and cancellation of $\sqrt N$ finish the argument.

```lean
/-- **Search time.** Let the driver be Hermitian, `E > 0`, and the unit initial state the same
for all `w`. If at time `T ≥ 0` each marked state is found with probability at least `p`,
then `T ≥ (p √N / 2 - 1) / E`. -/
theorem search_time {H : ℝ → Op ι} (hH : ∀ t, IsSelfAdjoint (H t)) {E : ℝ} (hE : 0 < E)
    {ψ : ℝ → State ι} {φ : ι → ℝ → State ι} (hψ : IsEvolution H ψ)
    (hφ : ∀ w, IsEvolution (searchHamiltonian H E w) (φ w))
    (h0 : ∀ w, φ w 0 = ψ 0) (h1 : ‖ψ 0‖ = 1) {T p : ℝ} (hT : 0 ≤ T)
    (hp : ∀ w, p ≤ ‖φ w T w‖ ^ 2) : (p * √(Fintype.card ι) / 2 - 1) / E ≤ T := by
  have hne : Nonempty ι := by
    rcases isEmpty_or_nonempty ι with h | h
    · have h2 := EuclideanSpace.norm_sq_eq (ψ 0)
      simp [h1] at h2
    · exact h
  have hq : 0 < √(Fintype.card ι : ℝ) := Real.sqrt_pos.2 (Nat.cast_pos.2 Fintype.card_pos)
  have hqp : √(Fintype.card ι : ℝ) ^ 2 * p = Fintype.card ι * p := by
    rw [Real.sq_sqrt (Nat.cast_nonneg _)]
  -- success on `w` forces the two evolutions apart
  have hw : ∀ w, p - 2 * ‖ψ T w‖ ≤ ‖φ w T - ψ T‖ ^ 2 := fun w => by
    have hn : ‖φ w T w‖ ≤ 1 := by
      refine (PiLp.norm_apply_le (φ w T) w).trans (le_of_eq ?_)
      rw [norm_evolution (searchHamiltonian_selfAdjoint hH E w) (hφ w), h0, h1]
    have hd : ‖φ w T w - ψ T w‖ ≤ ‖φ w T - ψ T‖ := PiLp.norm_apply_le (φ w T - ψ T) w
    have h := abs_le.1 ((abs_norm_sub_norm_le (φ w T w) (ψ T w)).trans hd)
    nlinarith [sq_le_sq' h.1 h.2, hp w, sq_nonneg ‖ψ T w‖,
      mul_le_of_le_one_left (norm_nonneg (ψ T w)) hn]
  have hlow := (Finset.sum_le_sum fun w (_ : w ∈ Finset.univ) => hw w).trans
    (farhi_gutmann hH hE.le hψ hφ h0 h1 hT)
  simp only [Finset.sum_sub_distrib, ← Finset.mul_sum, Finset.sum_const, Finset.card_univ,
    nsmul_eq_mul] at hlow
  have ha := sum_amplitudes_le (ψ T)
  rw [norm_evolution hH hψ, h1, mul_one] at ha
  rw [div_le_iff₀ hE]
  refine le_of_mul_le_mul_left ?_ hq
  linarith

end

end AnalogSearchBound
```

```lean
#print axioms AnalogSearchBound.farhi_gutmann
-- 'AnalogSearchBound.farhi_gutmann' depends on axioms: [propext, Classical.choice, Quot.sound]
#print axioms AnalogSearchBound.search_time
-- 'AnalogSearchBound.search_time' depends on axioms: [propext, Classical.choice, Quot.sound]
```
